# The simple iteration for the RFO shift converges from zero when all Hessian eigenvalues are positive

Take a molecule with a single vibrational mode, curvature $h=3/2$ and gradient $g=1$. Rational function optimisation (RFO) replaces the Newton step $-g/h$ by the damped step $g/(t-h)$. The shift $t$ is the lowest eigenvalue of the augmented Hessian

$$\begin{pmatrix}0&g\\ g&h\end{pmatrix},\qquad\text{so that}\qquad t=\frac{g^2}{t-h}.$$

Here $t^2-\tfrac32t-1=0$, whose roots are $-\tfrac12$ and $2$, and the shift is $-\tfrac12$. Feeding the right-hand side back into itself from $t_0=0$ gives

$$0,\quad -\tfrac23,\quad -\tfrac6{13}\approx-0.4615,\quad -\tfrac{26}{51}\approx-0.5098,\quad -\tfrac{102}{205}\approx-0.4976 .$$

The iterates jump from one side of the solution to the other. Such a sequence could settle into an alternation between two values $a$ and $b$. That would require $b(a-h)=g^2$ and $a(b-h)=g^2$, and subtracting gives $h(a-b)=0$. Positive curvature therefore forces $a=b$. The condition $h\ge0$ would not be enough: for $h=0$ and $g=1$ the map is $1/t$, which exchanges $-2$ and $-\tfrac12$ forever.

## Several modes

A molecule has finitely many modes $i$, with Hessian eigenvalues $h_i$ and gradient components $g_i$ along the eigenvectors. In Lean, `n` is the finite index type of the modes, and `h` and `g` are real functions on it.

```lean
import Mathlib

open Filter Topology

namespace RFOSecularIteration

noncomputable section

variable {n : Type*} [Fintype n] {h g : n → ℝ}
```

The shift now solves $t=F(t)$ with

$$F(t)=\sum_i\frac{g_i^2}{t-h_i}.$$

The letter $t$ stands for what is often written $\lambda$. The corner entry of the augmented Hessian is zero, and the RFO scaling matrix is taken to be the identity.

```lean
/-- The RFO secular map `t ↦ ∑ gᵢ² / (t - hᵢ)`, for Hessian eigenvalues `hᵢ` and gradient components
`gᵢ`; the formula has its ordinary meaning for `t` different from every `hᵢ`. -/
def secular (h g : n → ℝ) (t : ℝ) : ℝ := ∑ i, g i ^ 2 / (t - h i)
```

Differences of $F$ will be expressed through the secant sum

$$S(s,t)=\sum_i\frac{g_i^2}{(s-h_i)(t-h_i)}.$$

```lean
/-- The secant sum `∑ gᵢ² / ((s - hᵢ)(t - hᵢ))`, for `s` and `t` different from every `hᵢ`. -/
def secant (h g : n → ℝ) (s t : ℝ) : ℝ := ∑ i, g i ^ 2 / ((s - h i) * (t - h i))
```

## The iterates stay away from the poles

If $t\le0$ and every $h_i>0$, each denominator $t-h_i$ is negative and each numerator is nonnegative. Hence $F(t)\le0$, and an iteration started at or below zero stays there. The proof applies this sign argument to each term of the sum.

```lean
/-- For positive Hessian eigenvalues the secular map sends nonpositive numbers to nonpositive
numbers. -/
theorem secular_nonpos (hh : ∀ i, 0 < h i) {t : ℝ} (ht : t ≤ 0) : secular h g t ≤ 0 :=
  Finset.sum_nonpos fun i _ =>
    div_nonpos_of_nonneg_of_nonpos (sq_nonneg _) (by linarith [hh i])
```

For $s,t\le0$, put the two fractions of each mode over a common denominator:

$$\frac1{s-h_i}-\frac1{t-h_i}=\frac{-(s-t)}{(s-h_i)(t-h_i)}.$$

Multiplying by $g_i^2$ and summing gives $F(s)-F(t)=-(s-t)\,S(s,t)$. Both factors in each denominator of $S$ are negative, so $S(s,t)\ge0$. The minus sign is the source of the alternation seen above. In the proof `div_sub_div` forms the common denominator and `ring` compares numerators.

```lean
/-- For positive Hessian eigenvalues and nonpositive `s`, `t`, the difference of two values of
the secular map is `-(s - t)` times the secant sum, and the secant sum is nonnegative. -/
theorem secular_sub (hh : ∀ i, 0 < h i) {s t : ℝ} (hs : s ≤ 0) (ht : t ≤ 0) :
    secular h g s - secular h g t = -(s - t) * secant h g s t ∧ 0 ≤ secant h g s t := by
  constructor
  · unfold secular secant
    rw [← Finset.sum_sub_distrib, Finset.mul_sum]
    refine Finset.sum_congr rfl fun i _ => ?_
    have h1 : s - h i < 0 := by linarith [hh i]
    have h2 : t - h i < 0 := by linarith [hh i]
    rw [div_sub_div _ _ h1.ne h2.ne]
    ring
  · exact Finset.sum_nonneg fun i _ => div_nonneg (sq_nonneg _)
      (mul_nonneg_of_nonpos_of_nonpos (by linarith [hh i]) (by linarith [hh i]))
```

## Two steps contract

A single step can increase the error. With $h=\tfrac32$ and $g^2=10$ the solution is $-\tfrac52$, but the first step from $0$ lands at $-\tfrac{20}3$, further away than the start. Two steps together behave better.

Let $t\le0$ solve $F(t)=t$, let $s\le0$, and write $u=F(s)$. Using the difference formula twice,

$$u-t=-(s-t)S(s,t),\qquad t-F(u)=-(t-u)S(t,u),$$

so that

$$F(F(s))-t=S(s,t)\,S(t,u)\,(s-t).$$

To bound the product, let $0<m\le h_i$ for all $i$. For $x,y\le0$ we have $m-y\le h_i-y$, and therefore

$$S(x,y)(m-y)\le\sum_i\frac{g_i^2\,(h_i-y)}{(x-h_i)(y-h_i)}=-F(x).$$

This gives $S(s,t)(m-t)\le-u$ and $S(t,u)(m-u)\le-t$. Combining them,

$$S(s,t)S(t,u)(m-t)\le -u\,S(t,u)\le(m-u)S(t,u)\le-t .$$

The error after two steps is thus at most $|t|/(m+|t|)$ times the old one. In the opening example this factor is $\tfrac14$, and the first two steps reduce the error from $\tfrac12$ to $\tfrac1{26}$.

In the code, `bound` is the inequality for $S(x,y)$, `linear_combination` assembles the product formula, and `c1` and `c2` supply the first two inequalities of the last chain.

```lean
/-- If all Hessian eigenvalues are at least `m > 0` and `t ≤ 0` solves the secular equation, two
steps from any `s ≤ 0` reduce the distance to `t` at least by the factor `|t| / (m + |t|)`. -/
theorem two_step_contraction {m : ℝ} (hm : 0 < m) (hmh : ∀ i, m ≤ h i) {s t : ℝ}
    (hs : s ≤ 0) (ht : t ≤ 0) (ft : secular h g t = t) :
    |secular h g (secular h g s) - t| ≤ -t / (m - t) * |s - t| := by
  have hh : ∀ i, 0 < h i := fun i => hm.trans_le (hmh i)
  have bound : ∀ x y : ℝ, x ≤ 0 → y ≤ 0 → secant h g x y * (m - y) ≤ -secular h g x := by
    intro x y hx hy
    unfold secant secular
    rw [Finset.sum_mul, ← Finset.sum_neg_distrib]
    refine Finset.sum_le_sum fun i _ => ?_
    have h1 : x - h i < 0 := by linarith [hh i]
    have h2 : y - h i < 0 := by linarith [hh i]
    have e : g i ^ 2 / ((x - h i) * (y - h i)) * (h i - y) = -(g i ^ 2 / (x - h i)) := by
      rw [div_mul_eq_mul_div, ← neg_div, div_eq_div_iff (mul_ne_zero h1.ne h2.ne) h1.ne]
      ring
    rw [← e]
    exact mul_le_mul_of_nonneg_left (by linarith [hmh i])
      (div_nonneg (sq_nonneg _) (mul_pos_of_neg_of_neg h1 h2).le)
  have hu : secular h g s ≤ 0 := secular_nonpos hh hs
  obtain ⟨e1, p1⟩ := secular_sub (g := g) hh hs ht
  obtain ⟨e2, p2⟩ := secular_sub (g := g) hh ht hu
  have b1 := bound s t hs ht
  have b2 := bound t _ ht hu
  rw [ft] at e1 e2 b2
  -- the error after two steps is the old one times a product of two secant sums
  have e : secular h g (secular h g s) - t
      = secant h g s t * secant h g t (secular h g s) * (s - t) := by
    linear_combination (-1 : ℝ) * e2 - secant h g t (secular h g s) * e1
  rw [e, abs_mul, abs_of_nonneg (mul_nonneg p1 p2)]
  refine mul_le_mul_of_nonneg_right ?_ (abs_nonneg _)
  rw [le_div_iff₀ (by linarith)]
  have c1 := mul_le_mul_of_nonneg_left b1 p2
  have c2 := mul_nonneg p2 hm.le
  linarith
```

## A solution exists

Consider $t-F(t)$ on the interval from $F(0)$ to $0$. At the right end it equals $-F(0)\ge0$. At the left end the difference formula gives

$$F(0)-F(F(0))=F(0)\,S(F(0),0)\le0 .$$

The function is continuous there, because the poles lie at positive $t$, so the intermediate value theorem gives a zero. For $m$ take the smallest $h_i$, or $1$ if there are no modes. Since $m>0$, the number $r=-t/(m-t)$ satisfies $0\le r<1$.

The theorem returns the solution together with this factor, which serves for every starting point $s\le0$.

```lean
/-- For positive Hessian eigenvalues the secular equation has a nonpositive solution, and two
steps of the iteration contract all nonpositive numbers towards it by a fixed factor below one. -/
theorem exists_solution (hh : ∀ i, 0 < h i) :
    ∃ t ≤ 0, secular h g t = t ∧ ∃ r : ℝ, 0 ≤ r ∧ r < 1 ∧
      ∀ s ≤ 0, |secular h g (secular h g s) - t| ≤ r * |s - t| := by
  have h0 : secular h g 0 ≤ 0 := secular_nonpos hh le_rfl
  have hc : ContinuousOn (fun t => t - secular h g t) (Set.Icc (secular h g 0) 0) := by
    unfold secular
    refine ContinuousOn.sub (continuousOn_id' _) (continuousOn_finsetSum _ fun i _ => ?_)
    exact ContinuousOn.div continuousOn_const
      (ContinuousOn.sub (continuousOn_id' _) continuousOn_const)
      fun x hx => (by linarith [hx.2, hh i] : x - h i < 0).ne
  -- `t - F(t)` changes sign between `F(0)` and `0`
  obtain ⟨e, hS⟩ := secular_sub (g := g) hh h0 le_rfl
  have hp := mul_nonneg (neg_nonneg.2 h0) hS
  have hmem : (0 : ℝ) ∈ Set.Icc (secular h g 0 - secular h g (secular h g 0))
      (0 - secular h g 0) := ⟨by linarith, by linarith⟩
  obtain ⟨t, ht, hft⟩ := intermediate_value_Icc h0 hc hmem
  have ft : secular h g t = t := (sub_eq_zero.1 hft).symm
  have ht0 : t ≤ 0 := ht.2
  obtain ⟨m, hm, hmh⟩ : ∃ m : ℝ, 0 < m ∧ ∀ i, m ≤ h i := by
    rcases isEmpty_or_nonempty n with hn | hn
    · exact ⟨1, one_pos, fun i => hn.elim i⟩
    · obtain ⟨j, hj⟩ := Finite.exists_min h
      exact ⟨h j, hh j, hj⟩
  have hd : 0 < m - t := by linarith
  exact ⟨t, ht0, ft, -t / (m - t), div_nonneg (by linarith) hd.le,
    (div_lt_one hd).2 (by linarith), fun s hs => two_step_contraction hm hmh hs ht0 ft⟩
```

## No alternation between two values

Suppose $F(a)=b$ and $F(b)=a$ with $a,b\le0$. Then $F(F(a))=a$, and the contraction reads $|a-t|\le r|a-t|$. Because $r<1$, this forces $a=t$. The same holds for $b$, so $a=b$. The argument `key` in the proof is this step, applied once to each number. A nonpositive solution of the secular equation also returns to itself after two steps, so the same reasoning leaves only one such solution.

```lean
/-- For positive Hessian eigenvalues the secular map has no genuine two-cycle of nonpositive
numbers: if it exchanges `a` and `b`, then `a = b`. -/
theorem no_two_cycle (hh : ∀ i, 0 < h i) {a b : ℝ} (ha : a ≤ 0) (hb : b ≤ 0)
    (hab : secular h g a = b) (hba : secular h g b = a) : a = b := by
  obtain ⟨t, _, _, r, _, hr1, hr⟩ := exists_solution (g := g) hh
  have key : ∀ s ≤ 0, secular h g (secular h g s) = s → s = t := by
    intro s hs e
    have p := hr s hs
    rw [e] at p
    by_contra hne
    have q := mul_pos (sub_pos.2 hr1) (abs_pos.2 (sub_ne_zero.2 hne))
    linarith
  exact (key a ha (by rw [hab, hba])).trans (key b hb (by rw [hba, hab])).symm
```

## Convergence

Let $a\le0$ be the start and $t_k$ the $k$-th iterate, written `(secular h g)^[k] a`. Set $C=\max(|a-t|,|F(a)-t|)$. The contraction links $t_{k+2}$ to $t_k$, so the even and the odd iterates each approach $t$ geometrically:

$$|t_k-t|\le r^{\lfloor k/2\rfloor}\,C .$$

The induction carries this bound for $k$ and $k+1$ together, and the right-hand side tends to zero.

The theorem has two parts. The first says that $t_k-h_i\neq0$ for all $k$ and $i$. This has to be stated separately because Lean assigns the value $0$ to a division by zero, so the formal iteration would run on past a pole. The second gives a $t\le0$ with $t=F(t)$ to which the iterates converge. The start $t_0=0$ is the case $a=0$.

```lean
/-- For positive Hessian eigenvalues and any start `a ≤ 0`, the simple RFO iteration never meets
a zero denominator and converges to a nonpositive solution of the secular equation. -/
theorem iteration_converges (hh : ∀ i, 0 < h i) {a : ℝ} (ha : a ≤ 0) :
    (∀ k i, (secular h g)^[k] a - h i ≠ 0) ∧
    ∃ t ≤ 0, t = secular h g t ∧ Tendsto (fun k => (secular h g)^[k] a) atTop (𝓝 t) := by
  have hneg : ∀ k, (secular h g)^[k] a ≤ 0 := by
    intro k
    induction k with
    | zero => exact ha
    | succ k ih =>
      rw [Function.iterate_succ_apply']
      exact secular_nonpos hh ih
  refine ⟨fun k i => (by linarith [hneg k, hh i] : (secular h g)^[k] a - h i < 0).ne, ?_⟩
  obtain ⟨t, ht, ft, r, hr0, hr1, hr⟩ := exists_solution (g := g) hh
  refine ⟨t, ht, ft.symm, ?_⟩
  obtain ⟨C, hC1, hC2⟩ : ∃ C, |a - t| ≤ C ∧ |secular h g a - t| ≤ C :=
    ⟨max _ _, le_max_left _ _, le_max_right _ _⟩
  -- geometric decay along even and odd steps together
  have hb : ∀ k : ℕ, |(secular h g)^[k] a - t| ≤ r ^ (k / 2) * C ∧
      |(secular h g)^[k + 1] a - t| ≤ r ^ ((k + 1) / 2) * C := by
    intro k
    induction k with
    | zero => exact ⟨by simpa using hC1, by simpa using hC2⟩
    | succ k ih =>
      refine ⟨ih.2, ?_⟩
      rw [Function.iterate_succ_apply', Function.iterate_succ_apply',
        show (k + 1 + 1) / 2 = k / 2 + 1 by omega, pow_succ', mul_assoc]
      exact (hr _ (hneg k)).trans (mul_le_mul_of_nonneg_left ih.1 hr0)
  have half : Tendsto (fun k : ℕ => k / 2) atTop atTop :=
    tendsto_atTop_atTop.2 fun b => ⟨2 * b, fun k hk => by
      show b ≤ k / 2
      omega⟩
  have h1 : Tendsto (fun k : ℕ => r ^ (k / 2)) atTop (𝓝 0) :=
    (tendsto_pow_atTop_nhds_zero_of_lt_one hr0 hr1).comp half
  have h2 := h1.mul_const C
  rw [zero_mul] at h2
  have h3 : Tendsto (fun k => |(secular h g)^[k] a - t|) atTop (𝓝 0) :=
    squeeze_zero (fun _ => abs_nonneg _) (fun k => (hb k).1) h2
  exact tendsto_iff_norm_sub_tendsto_zero.2 (by simpa only [Real.norm_eq_abs] using h3)
```

## The limit bounds the augmented Hessian from below

For a vector with first component $c$ and remaining components $x_i$, the quadratic form of the augmented Hessian is $2c\sum_i g_ix_i+\sum_i h_ix_i^2$. Let $t\le0$ solve the secular equation, and replace $t\,c^2$ by $c^2\sum_i g_i^2/(t-h_i)$. With $q_i=g_i/(t-h_i)$, completing the square in each mode gives

$$2c\sum_i g_ix_i+\sum_i h_ix_i^2-t\Big(c^2+\sum_i x_i^2\Big)=\sum_i(h_i-t)(x_i-c\,q_i)^2\ge0 .$$

No eigenvalue of the augmented Hessian can therefore lie below $t$. The theorem states the inequality. That $t$ is itself an eigenvalue is a short check left to the reader: the vector with $c=1$ and $x_i=q_i$ satisfies the eigenvalue equations.

```lean
/-- For positive Hessian eigenvalues, a nonpositive solution `t` of the secular equation bounds
the quadratic form of the augmented Hessian from below by `t` times the squared norm. -/
theorem augmented_form_bound (hh : ∀ i, 0 < h i) {t : ℝ} (ht : t ≤ 0)
    (ft : secular h g t = t) (c : ℝ) (x : n → ℝ) :
    t * (c ^ 2 + ∑ i, x i ^ 2) ≤ 2 * c * ∑ i, g i * x i + ∑ i, h i * x i ^ 2 := by
  have e : t * (c ^ 2 + ∑ i, x i ^ 2)
      = ∑ i, (c ^ 2 * (g i ^ 2 / (t - h i)) + t * x i ^ 2) := by
    have f : ∑ i, g i ^ 2 / (t - h i) = t := ft
    rw [Finset.sum_add_distrib, ← Finset.mul_sum, ← Finset.mul_sum, f]
    ring
  rw [e, Finset.mul_sum, ← Finset.sum_add_distrib]
  refine Finset.sum_le_sum fun i _ => ?_
  have hd : t - h i < 0 := by linarith [hh i]
  obtain ⟨q, hq⟩ : ∃ q, g i = q * (t - h i) := ⟨g i / (t - h i), (div_mul_cancel₀ _ hd.ne).symm⟩
  have e2 : g i ^ 2 / (t - h i) = q ^ 2 * (t - h i) := by
    rw [div_eq_iff hd.ne, hq]
    ring
  -- completing the square in each mode
  have p := mul_nonneg (neg_nonneg.2 hd.le) (sq_nonneg (x i - c * q))
  rw [e2, hq]
  linarith

end

end RFOSecularIteration
```

## In a geometry optimisation

A program that finds the shift by this iteration diagonalises the current Hessian at each geometry and transforms the gradient to the eigenbasis, which yields $h_i$ and $g_i$. It then iterates $t\leftarrow F(t)$ from zero, at the cost of one sum over the modes per pass. With the converged $t$ it forms the step components $g_i/(t-h_i)$ and transforms them back to the original coordinates. In the opening example the step is $-\tfrac12$, where Newton's method would take $-\tfrac23$.

For minimisations in electronic structure work, the result guarantees that this inner loop converges in real arithmetic, provided that every Hessian eigenvalue kept in the calculation is positive. Overall translations have eigenvalue zero and violate the hypothesis unless they are removed, and so do overall rotations at a stationary point. A Hessian with a negative eigenvalue, as near a transition state, violates it too. The guaranteed factor $|t|/(m+|t|)$, with $m$ the smallest $h_i$, is close to $1$ when $|t|$ is much larger than $m$. It is an upper bound: if the softest modes carry no gradient, the iteration can converge much faster.

The theorems start from $h_i$ and $g_i$ as given numbers. The diagonalisation that produces them from a Cartesian or internal-coordinate Hessian is the step that connects them to a real molecule.

```lean
#print axioms RFOSecularIteration.no_two_cycle
#print axioms RFOSecularIteration.iteration_converges
#print axioms RFOSecularIteration.augmented_form_bound
```

```
'RFOSecularIteration.no_two_cycle' depends on axioms: [propext, Classical.choice, Quot.sound]
'RFOSecularIteration.iteration_converges' depends on axioms: [propext, Classical.choice, Quot.sound]
'RFOSecularIteration.augmented_form_bound' depends on axioms: [propext, Classical.choice, Quot.sound]
```
